# Unequal positive hoppings open gaps at plus and minus the rms hopping in a three-site-per-cell chain

A band plot on a finite momentum mesh can show gaps at every sampled point and still miss a closing between two of them. Even a gap at each momentum need not leave one energy free of states at all momenta. For a chain with three sites per cell, equal site energies set to zero and positive nearest-neighbour hoppings $t_1,t_2,t_3$, two such energies can be written down: $\pm e$, where $e=\sqrt{s/3}$ and $s=t_1^2+t_2^2+t_3^2$. They lie in gaps unless all three hoppings are equal.

For this non-interacting chain with fixed hoppings, the result supplies the electronic gap in the Peierls picture of trigonal selenium. There the chain is a straight row of p orbitals in a parent simple cubic lattice, two-thirds filled. It is not the helix of the real crystal, along which all bonds are equal. The elastic cost of the distortion is not considered, so nothing here shows that the chain distorts.

In Lean 4 with Mathlib:

```lean
import Mathlib

open Matrix

namespace PeriodThreeChain

noncomputable section
```

## From the Bloch matrix to a cubic

Each site has one orbital at energy zero. The bonds inside the cell carry $t_1$ and $t_2$. The bond between cells carries $t_3e^{\pm ik}$, with $k$ the dimensionless momentum per cell. Hoppings enter with a plus sign; the opposite convention sends $E$ to $-E$ and exchanges the two gaps.

```lean
/-- Bloch matrix of a chain with three sites per cell, hoppings `t1`, `t2` inside the cell
and `t3` between neighbouring cells, at crystal momentum `k` (per cell). -/
def bloch (t1 t2 t3 k : ℝ) : Matrix (Fin 3) (Fin 3) ℂ :=
  !![0, (t1 : ℂ), (t3 : ℂ) * Complex.exp (-(k : ℂ) * Complex.I);
     (t1 : ℂ), 0, (t2 : ℂ);
     (t3 : ℂ) * Complex.exp ((k : ℂ) * Complex.I), (t2 : ℂ), 0]
```

A real number $E$ is a band energy at $k$ if $Hv=Ev$ for some nonzero complex vector $v$, where $H$ is the Bloch matrix. Since $H$ is Hermitian, restricting to real $E$ loses nothing.

```lean
/-- `E` is a band energy at momentum `k` if the Bloch matrix has a nonzero eigenvector
with eigenvalue `E`. -/
def IsBandEnergy (t1 t2 t3 k E : ℝ) : Prop :=
  ∃ v : Fin 3 → ℂ, v ≠ 0 ∧ bloch t1 t2 t3 k *ᵥ v = (E : ℂ) • v
```

The reference energy $e$ is the root mean square hopping.

```lean
/-- The reference energy `√((t1² + t2² + t3²)/3)`, the root mean square hopping. -/
def rmsHopping (t1 t2 t3 : ℝ) : ℝ := Real.sqrt ((t1 ^ 2 + t2 ^ 2 + t3 ^ 2) / 3)
```

In $\det(z-H)$ the diagonal gives $z^3$, the three pair exchanges give $-t_i^2z$, and the two cyclic terms give $-t_1t_2t_3e^{\pm ik}$. Hence
$$\det(z-H)=z^3-sz-2t_1t_2t_3\cos k .$$

```lean
/-- The characteristic polynomial of the Bloch matrix; the momentum enters only through
the constant term. -/
theorem bloch_charpoly (t1 t2 t3 k : ℝ) (z : ℂ) :
    (z • (1 : Matrix (Fin 3) (Fin 3) ℂ) - bloch t1 t2 t3 k).det =
      z ^ 3 - ((t1 : ℂ) ^ 2 + (t2 : ℂ) ^ 2 + (t3 : ℂ) ^ 2) * z
        - 2 * t1 * t2 * t3 * (Real.cos k : ℂ) := by
  -- the determinant for arbitrary phases `u`, `v` on the bond between cells
  have key : ∀ a b c u v : ℂ,
      (z • (1 : Matrix (Fin 3) (Fin 3) ℂ) - !![0, a, c * v; a, 0, b; c * u, b, 0]).det =
        z ^ 3 - (a ^ 2 + b ^ 2 + c ^ 2 * (u * v)) * z - a * b * c * (u + v) := by
    intro a b c u v
    simp [Matrix.det_fin_three]
    ring
  have h1 : Complex.exp ((k : ℂ) * Complex.I) * Complex.exp (-(k : ℂ) * Complex.I) = 1 := by
    rw [← Complex.exp_add]
    simp
  unfold bloch
  rw [key, h1, ← Complex.two_cos, Complex.ofReal_cos]
  ring
```

The code expands the determinant for arbitrary phases first, then uses $e^{ik}e^{-ik}=1$ and $e^{ik}+e^{-ik}=2\cos k$.

The equation $(E-H)v=0$ has a nonzero solution exactly when $\det(E-H)=0$. For real $E$ this is a real equation.

```lean
/-- The band energies at momentum `k` are the real roots of the secular cubic. -/
theorem isBandEnergy_iff (t1 t2 t3 k E : ℝ) :
    IsBandEnergy t1 t2 t3 k E ↔
      E ^ 3 - (t1 ^ 2 + t2 ^ 2 + t3 ^ 2) * E - 2 * t1 * t2 * t3 * Real.cos k = 0 := by
  have hv : ∀ v : Fin 3 → ℂ,
      ((E : ℂ) • (1 : Matrix (Fin 3) (Fin 3) ℂ) - bloch t1 t2 t3 k) *ᵥ v =
        (E : ℂ) • v - bloch t1 t2 t3 k *ᵥ v := by
    intro v
    rw [Matrix.sub_mulVec, Matrix.smul_mulVec, Matrix.one_mulVec]
  have h : IsBandEnergy t1 t2 t3 k E ↔
      ((E : ℂ) • (1 : Matrix (Fin 3) (Fin 3) ℂ) - bloch t1 t2 t3 k).det = 0 := by
    rw [← Matrix.exists_mulVec_eq_zero_iff]
    constructor
    · rintro ⟨v, h0, h⟩
      exact ⟨v, h0, by rw [hv, h, sub_self]⟩
    · rintro ⟨v, h0, h⟩
      exact ⟨v, h0, (sub_eq_zero.mp ((hv v).symm.trans h)).symm⟩
  rw [h, bloch_charpoly]
  constructor
  · intro h
    exact_mod_cast h
  · intro h
    exact_mod_cast h
```

## Three roots on three sides of $\pm e$

Put $a=t_1^2$, $b=t_2^2$, $c=t_3^2$. Expansion gives
$$(a+b+c)^3-27abc=\tfrac12(a+b+c)\left[(a-b)^2+(b-c)^2+(c-a)^2\right]+3\left[a(b-c)^2+b(c-a)^2+c(a-b)^2\right].$$
The right side is positive unless $a=b=c$. For unequal hoppings, therefore, $P=t_1t_2t_3$ satisfies $P^2<(s/3)^3=e^6$, so $P<e^3$.

```lean
/-- For positive hoppings that are not all equal, their product is strictly below the cube
of the root mean square hopping. -/
theorem prod_lt_rms_cube {t1 t2 t3 : ℝ} (h1 : 0 < t1) (h2 : 0 < t2) (h3 : 0 < t3)
    (hne : ¬(t1 = t2 ∧ t2 = t3)) : t1 * t2 * t3 < rmsHopping t1 t2 t3 ^ 3 := by
  have amgm : ∀ a b c : ℝ, 0 < a → 0 < b → 0 < c → ¬(a = b ∧ b = c) →
      27 * (a * b * c) < (a + b + c) ^ 3 := by
    intro a b c ha hb hc hn
    have hD : 0 < (a - b) ^ 2 + (b - c) ^ 2 + (c - a) ^ 2 := by
      by_contra h
      have e1 : (a - b) ^ 2 = 0 := by
        linarith [sq_nonneg (a - b), sq_nonneg (b - c), sq_nonneg (c - a)]
      have e2 : (b - c) ^ 2 = 0 := by
        linarith [sq_nonneg (a - b), sq_nonneg (b - c), sq_nonneg (c - a)]
      exact hn ⟨sub_eq_zero.mp (pow_eq_zero_iff two_ne_zero |>.mp e1),
        sub_eq_zero.mp (pow_eq_zero_iff two_ne_zero |>.mp e2)⟩
    nlinarith [mul_pos (add_pos (add_pos ha hb) hc) hD, mul_nonneg ha.le (sq_nonneg (b - c)),
      mul_nonneg hb.le (sq_nonneg (c - a)), mul_nonneg hc.le (sq_nonneg (a - b))]
  have hs := amgm (t1 ^ 2) (t2 ^ 2) (t3 ^ 2) (by positivity) (by positivity) (by positivity)
    (fun h => hne ⟨(sq_eq_sq₀ h1.le h2.le).mp h.1, (sq_eq_sq₀ h2.le h3.le).mp h.2⟩)
  have he : rmsHopping t1 t2 t3 ^ 2 = (t1 ^ 2 + t2 ^ 2 + t3 ^ 2) / 3 :=
    Real.sq_sqrt (by positivity)
  have h6 : (rmsHopping t1 t2 t3 ^ 3) ^ 2 = ((t1 ^ 2 + t2 ^ 2 + t3 ^ 2) / 3) ^ 3 := by
    rw [← he]
    ring
  have hpos : 0 ≤ rmsHopping t1 t2 t3 ^ 3 := pow_nonneg (Real.sqrt_nonneg _) 3
  refine lt_of_pow_lt_pow_left₀ 2 hpos ?_
  rw [h6]
  linarith
```

`nlinarith` receives the terms of this identity as hints.

With $q=P\cos k$ the cubic is $f(x)=x^3-3e^2x-2q$, and $|q|<e^3$. Its values at $-2e,-e,e,2e$ are
$$-2e^3-2q<0,\quad 2e^3-2q>0,\quad -2e^3-2q<0,\quad 2e^3-2q>0 .$$
The intermediate value theorem gives roots $a<-e<b<e<c$ (now letters for roots). Dividing $f(a)-f(b)=0$ by $a-b$ gives $a^2+ab+b^2=3e^2$, and likewise $b^2+bc+c^2=3e^2$. Subtracting, $(a-c)(a+b+c)=0$, so $c=-a-b$. Then
$$f(x)=f(x)-f(a)=(x-a)(x^2+ax-ab-b^2)=(x-a)(x-b)(x-c),$$
and there are no other roots.

```lean
/-- If `|q| < e³`, the cubic `x³ - 3e²x - 2q` has three real roots, separated by `-e`
and `e`. -/
theorem cubic_roots {e q : ℝ} (he : 0 < e) (h1 : -e ^ 3 < q) (h2 : q < e ^ 3) :
    ∃ a b c : ℝ, a < -e ∧ -e < b ∧ b < e ∧ e < c ∧
      ∀ x : ℝ, x ^ 3 - 3 * e ^ 2 * x - 2 * q = (x - a) * (x - b) * (x - c) := by
  have hc : Continuous (fun x : ℝ => x ^ 3 - 3 * e ^ 2 * x - 2 * q) := by fun_prop
  -- signs of the cubic at `-2e`, `-e`, `e`, `2e`
  have f1 : (-(2 * e)) ^ 3 - 3 * e ^ 2 * (-(2 * e)) - 2 * q < 0 := by linarith
  have f2 : 0 < (-e) ^ 3 - 3 * e ^ 2 * (-e) - 2 * q := by linarith
  have f3 : e ^ 3 - 3 * e ^ 2 * e - 2 * q < 0 := by linarith
  have f4 : 0 < (2 * e) ^ 3 - 3 * e ^ 2 * (2 * e) - 2 * q := by linarith
  have ra := intermediate_value_Ioo (show -(2 * e) ≤ -e by linarith) hc.continuousOn
    (Set.mem_Ioo.mpr ⟨f1, f2⟩)
  have rb := intermediate_value_Ioo' (show -e ≤ e by linarith) hc.continuousOn
    (Set.mem_Ioo.mpr ⟨f3, f2⟩)
  have rc := intermediate_value_Ioo (show e ≤ 2 * e by linarith) hc.continuousOn
    (Set.mem_Ioo.mpr ⟨f3, f4⟩)
  obtain ⟨a, ⟨_, ha⟩, fa⟩ := ra
  obtain ⟨b, ⟨hb, hb'⟩, fb⟩ := rb
  obtain ⟨c, ⟨hc', _⟩, fc⟩ := rc
  replace fa : a ^ 3 - 3 * e ^ 2 * a - 2 * q = 0 := fa
  replace fb : b ^ 3 - 3 * e ^ 2 * b - 2 * q = 0 := fb
  replace fc : c ^ 3 - 3 * e ^ 2 * c - 2 * q = 0 := fc
  -- comparing the roots in pairs shows that they sum to zero
  have hab : a ^ 2 + a * b + b ^ 2 = 3 * e ^ 2 :=
    mul_left_cancel₀ (show a - b ≠ 0 by intro h; linarith) (by linear_combination fa - fb)
  have hbc : b ^ 2 + b * c + c ^ 2 = 3 * e ^ 2 :=
    mul_left_cancel₀ (show b - c ≠ 0 by intro h; linarith) (by linear_combination fb - fc)
  have hsum : a + b + c = 0 :=
    mul_left_cancel₀ (show a - c ≠ 0 by intro h; linarith) (by linear_combination hab - hbc)
  refine ⟨a, b, c, ha, hb, hb', hc', fun x => ?_⟩
  have hcab : c = -a - b := by linarith
  rw [hcab]
  linear_combination (x - a) * hab + fa
```

## A margin that does not depend on momentum

At a root $x$,
$$(x-e)^2(x+2e)=2e^3+2q,\qquad (x+e)^2(2e-x)=2e^3-2q .$$
Both right sides are nonnegative, which forces $-2e\le x\le 2e$. Each linear factor is then at most $4e$. If $|q|\le p\le e^3$, it follows that $2e(x\mp e)^2\ge e^3-p$.

```lean
/-- If `|q| ≤ p ≤ e³`, every root of `x³ - 3e²x - 2q` keeps a distance from `e` and from
`-e` that is bounded below in terms of `e³ - p`. -/
theorem root_distance {e p q x : ℝ} (he : 0 < e) (hp : p ≤ e ^ 3) (h1 : -p ≤ q) (h2 : q ≤ p)
    (hx : x ^ 3 - 3 * e ^ 2 * x - 2 * q = 0) :
    e ^ 3 - p ≤ 2 * e * (x - e) ^ 2 ∧ e ^ 3 - p ≤ 2 * e * (x + e) ^ 2 := by
  -- all roots lie in `[-2e, 2e]`
  have hu : 0 ≤ 2 * e - x := by
    by_contra h
    have := mul_pos (pow_pos (show 0 < x + e by linarith) 2) (show 0 < x - 2 * e by linarith)
    linarith
  have hl : 0 ≤ x + 2 * e := by
    by_contra h
    have := mul_pos (pow_pos (show 0 < e - x by linarith) 2) (show 0 < -2 * e - x by linarith)
    linarith
  constructor
  · linarith [mul_nonneg (sq_nonneg (x - e)) hu]
  · linarith [mul_nonneg (sq_nonneg (x + e)) hl]
```

Since $|P\cos k|\le P$, taking $p=P$ gives the margin
$$\delta=\sqrt{\frac{e^3-P}{2e}}>0 .$$
The theorem chooses $\delta$ before $k$. At every $k$ the band energies are exactly $E_1\le-e-\delta$, $E_2\in[-e+\delta,e-\delta]$ and $E_3\ge e+\delta$. Counting one state per band and momentum places the gaps at fillings $1/3$ and $2/3$.

As $t_3\to0$ the cells become isolated trimers with energies $0,\pm\sqrt{t_1^2+t_2^2}$, and $\delta\to e/\sqrt2\approx0.71e$. This is a lower bound: the level nearest to $e$ is then $\sqrt3\,e$, at a distance of about $0.73e$.

```lean
/-- For positive hoppings that are not all equal, the three band energies at every momentum
are separated by minus and plus the root mean square hopping, with a margin `δ > 0`
independent of the momentum. -/
theorem bands_separated {t1 t2 t3 : ℝ} (h1 : 0 < t1) (h2 : 0 < t2) (h3 : 0 < t3)
    (hne : ¬(t1 = t2 ∧ t2 = t3)) :
    ∃ δ : ℝ, 0 < δ ∧ ∀ k : ℝ, ∃ E1 E2 E3 : ℝ,
      (∀ E : ℝ, IsBandEnergy t1 t2 t3 k E ↔ E = E1 ∨ E = E2 ∨ E = E3) ∧
      E1 ≤ -rmsHopping t1 t2 t3 - δ ∧
      -rmsHopping t1 t2 t3 + δ ≤ E2 ∧ E2 ≤ rmsHopping t1 t2 t3 - δ ∧
      rmsHopping t1 t2 t3 + δ ≤ E3 := by
  have hlt := prod_lt_rms_cube h1 h2 h3 hne
  have he : 0 < rmsHopping t1 t2 t3 := Real.sqrt_pos.mpr (by positivity)
  have hsq : rmsHopping t1 t2 t3 ^ 2 = (t1 ^ 2 + t2 ^ 2 + t3 ^ 2) / 3 :=
    Real.sq_sqrt (by positivity)
  generalize rmsHopping t1 t2 t3 = e at *
  have hs : t1 ^ 2 + t2 ^ 2 + t3 ^ 2 = 3 * e ^ 2 := by linarith
  have hP : 0 < t1 * t2 * t3 := by positivity
  have hδ : ∀ y : ℝ, 0 ≤ y → e ^ 3 - t1 * t2 * t3 ≤ 2 * e * y ^ 2 →
      Real.sqrt ((e ^ 3 - t1 * t2 * t3) / (2 * e)) ≤ y := fun y hy h =>
    Real.sqrt_le_iff.mpr ⟨hy, (div_le_iff₀ (by positivity)).mpr (by linarith)⟩
  refine ⟨Real.sqrt ((e ^ 3 - t1 * t2 * t3) / (2 * e)),
    Real.sqrt_pos.mpr (div_pos (by linarith) (by positivity)), fun k => ?_⟩
  have q1 : -(t1 * t2 * t3) ≤ t1 * t2 * t3 * Real.cos k := by
    nlinarith [Real.neg_one_le_cos k]
  have q2 : t1 * t2 * t3 * Real.cos k ≤ t1 * t2 * t3 := by
    nlinarith [Real.cos_le_one k]
  obtain ⟨a, b, c, ha, hb, hb', hc, hf⟩ :=
    cubic_roots (q := t1 * t2 * t3 * Real.cos k) he (by linarith) (by linarith)
  have da := root_distance he hlt.le q1 q2 (show _ = 0 by rw [hf a]; ring)
  have db := root_distance he hlt.le q1 q2 (show _ = 0 by rw [hf b]; ring)
  have dc := root_distance he hlt.le q1 q2 (show _ = 0 by rw [hf c]; ring)
  refine ⟨a, b, c, fun E => ?_, ?_, ?_, ?_, ?_⟩
  · have hE : E ^ 3 - (t1 ^ 2 + t2 ^ 2 + t3 ^ 2) * E - 2 * t1 * t2 * t3 * Real.cos k =
        (E - a) * (E - b) * (E - c) := by
      rw [← hf E, hs]
      ring
    rw [isBandEnergy_iff, hE]
    simp only [mul_eq_zero, sub_eq_zero, or_assoc]
  · linarith [hδ (-e - a) (by linarith) (by linarith [da.2])]
  · linarith [hδ (b + e) (by linarith) db.2]
  · linarith [hδ (e - b) (by linarith) (by linarith [db.1])]
  · linarith [hδ (c - e) (by linarith) dc.1]
```

The code factorises the cubic with `cubic_roots` and applies `root_distance` to each root.

If all hoppings equal $t$, then $e=t$. The cubic is $(E-t)^2(E+2t)$ at $k=\pi$ and $(E+t)^2(E-2t)$ at $k=0$, so $e$ and $-e$ are attained, and the double roots show neighbouring bands touching. Conversely, if either energy is attained, the hoppings must be equal, because the margin excludes both energies otherwise.

```lean
/-- For positive hoppings, the root mean square hopping is a band energy at some momentum
exactly when all hoppings are equal, and the same holds for its negative. -/
theorem gap_closes_iff {t1 t2 t3 : ℝ} (h1 : 0 < t1) (h2 : 0 < t2) (h3 : 0 < t3) :
    ((∃ k, IsBandEnergy t1 t2 t3 k (rmsHopping t1 t2 t3)) ↔ t1 = t2 ∧ t2 = t3) ∧
    ((∃ k, IsBandEnergy t1 t2 t3 k (-rmsHopping t1 t2 t3)) ↔ t1 = t2 ∧ t2 = t3) := by
  have hrms : t1 = t2 ∧ t2 = t3 → rmsHopping t1 t2 t3 = t1 := by
    rintro ⟨rfl, rfl⟩
    unfold rmsHopping
    rw [show (t1 ^ 2 + t1 ^ 2 + t1 ^ 2) / 3 = t1 ^ 2 by ring, Real.sqrt_sq h1.le]
  constructor
  · constructor
    · rintro ⟨k, hk⟩
      by_contra hne
      obtain ⟨δ, hδ, hb⟩ := bands_separated h1 h2 h3 hne
      obtain ⟨a, b, c, hE, ha, hb1, hb2, hc⟩ := hb k
      rcases (hE _).mp hk with h | h | h <;> linarith
    · intro h
      refine ⟨Real.pi, ?_⟩
      rw [isBandEnergy_iff, hrms h, Real.cos_pi, ← h.2, ← h.1]
      ring
  · constructor
    · rintro ⟨k, hk⟩
      by_contra hne
      obtain ⟨δ, hδ, hb⟩ := bands_separated h1 h2 h3 hne
      obtain ⟨a, b, c, hE, ha, hb1, hb2, hc⟩ := hb k
      rcases (hE _).mp hk with h | h | h <;> linarith
    · intro h
      refine ⟨0, ?_⟩
      rw [isBandEnergy_iff, hrms h, Real.cos_zero, ← h.2, ← h.1]
      ring

end

end PeriodThreeChain
```

```lean
#print axioms PeriodThreeChain.bands_separated
#print axioms PeriodThreeChain.gap_closes_iff
```

```
'PeriodThreeChain.bands_separated' depends on axioms: [propext, Classical.choice, Quot.sound]
'PeriodThreeChain.gap_closes_iff' depends on axioms: [propext, Classical.choice, Quot.sound]
```
